# The collapse threshold of a Gaussian condensate with attractive interactions in a spherical trap

Before a mean-field calculation for trapped bosons with negative scattering length, one can estimate whether there is a condensate to find by comparing N|a|/l with a fixed number near 0.67. Here N is the number of atoms, a the scattering length and l = √(ħ/(mω)) the oscillator length of a spherical trap of frequency ω, for atoms of mass m. Below that number, the energy of a Gaussian cloud has a local minimum as a function of its width. At or above it there is none: the energy keeps falling as the width shrinks towards zero. The estimate is limited by the Gaussian shape, and a minimum found this way does not guarantee one in the full mean-field calculation.

In a program the test is one comparison, and a root search for the width can follow it. With c = N|a|/(√(2π) l) positive and below threshold, Newton's method applied to w⁵ − w + 2c from w = 1 descends to the width of the minimum, which can then set the initial orbital for a grid calculation.

## From the Gaussian orbital to the critical coupling

Take the normalised orbital proportional to exp(−r²/(2w²l²)), with w > 0 the width in units of l. In units of ħω per atom, the kinetic energy is 3/(4w²) and the trap energy is 3w²/4. The contact interaction has strength g = 4πħ²a/m, and the integral of the squared density of the orbital is 1/((2π)^(3/2) w³l³). Half of N times g times this integral gives N a/(√(2π) l w³). For a < 0 the energy is therefore

E(w) = (3/4)(w² + w⁻²) − c w⁻³.

Its derivative is

E′(w) = (3/2)(w − w⁻³) + 3c w⁻⁴ = (3/2)(w⁵ − w + 2c)/w⁴,

so w is stationary exactly when w⁵ + 2c = w. To decide which stationary widths are minima, put c = (w − w⁵)/2 into the energy at another width v > 0 and multiply the difference by 4w²v³:

4w²v³ [E(v) − E(w)] = w²(3v⁵ − 5w²v³ + 2w⁵) − (v³ − 3w²v + 2w³).

Both brackets contain the factor (v − w)², which leaves

E(v) − E(w) = (v − w)² Q(w,v)/(4w²v³),

Q(w,v) = w²(3v³ + 6v²w + 4vw² + 2w³) − (v + 2w).

At v = w this gives Q(w,w) = 3w(5w⁴ − 1). If 5w⁴ > 1, Q stays positive for v near w, and w is a local minimum. If 5w⁴ ≤ 1, take 0 < v < w. Then v³w² and v²w³ are both less than vw⁴, so

Q(w,v) < 13vw⁴ + 2w⁵ − v − 2w ≤ (8/5)(v − w) < 0.

Slightly narrower clouds have lower energy, so w is not a minimum. This includes the marginal case 5w⁴ = 1, where the second derivative vanishes and would not decide.

It remains to find the c for which a stationary width with 5w⁴ > 1 exists. Let s = 5^(−1/4), so that s⁴ = 1/5. Then

w⁵ − w + (4/5)s = (w − s)²(w³ + 2w²s + 3ws² + 4s³).

For w > s the right side is positive. Stationarity gives w⁵ − w = −2c, hence c < (2/5)s. Conversely, suppose c < (2/5)s and let f(w) = w⁵ − w + 2c. Then f(s) = 2c − (4/5)s < 0. At B = 2 + 2|c| we have B⁵ ≥ 16B, so f(B) ≥ 15B + 2c > 0. By continuity f vanishes at some w between s and B, and this w satisfies 5w⁴ > 1. The condition is thus

c < (2/5) 5^(−1/4) ≈ 0.2675, or N|a|/l < √(2π)(2/5) 5^(−1/4) ≈ 0.6705.

For c > 0 the minimum is only metastable, because −c w⁻³ dominates as w → 0 and the energy has no lower bound.

## A metastable cloud in numbers

Choose w = 0.8. Stationarity requires c = (0.8 − 0.32768)/2 = 0.23616, which is below threshold, and 5w⁴ = 2.048 exceeds 1. The energy there is E(0.8) ≈ 1.191. At w = 0.5 it is higher, about 1.298, while at w = 0.2 it has fallen to −10.74: the minimum sits behind a barrier.

For a trap with l = 1000|a|, the criterion reads N < 670.5 approximately. The Gaussian energy has a minimum for 670 atoms and none for 671.

## The energy and its constants in Lean

```lean
import Mathlib

open Filter Topology

namespace GaussianCondensateCollapse

noncomputable section
```

The reduced energy is a function of two real numbers. The sign convention makes positive `c` attractive, but the definition also admits zero and repulsive coupling.

```lean
/-- Energy per atom, in units of the trap quantum, of a Gaussian condensate of width `w`
(in oscillator lengths) with attraction strength `c`. -/
def gaussianEnergy (c w : ℝ) : ℝ := 3 / 4 * (w ^ 2 + 1 / w ^ 2) - c / w ^ 3
```

The threshold uses a real power.

```lean
/-- The critical attraction strength `(2/5) 5^(-1/4)`. -/
def criticalCoupling : ℝ := 2 / 5 * (5 : ℝ) ^ (-(1 / 4) : ℝ)
```

The next definition restores the laboratory parameters. `N` is a natural number, `a` carries its sign, and `l` is the oscillator length; `w` remains dimensionless. The interaction is proportional to N, as in mean-field theory, where N − 1 is replaced by N.

```lean
/-- The Gaussian energy per atom, in units of the trap quantum, for `N` atoms with scattering length
`a` in a spherical trap of oscillator length `l`, at width `w` in units of `l`. -/
def trapEnergy (N : ℕ) (a l w : ℝ) : ℝ :=
  3 / 4 * (w ^ 2 + 1 / w ^ 2) + N * a / (√(2 * Real.pi) * l) / w ^ 3
```

These formulas are the starting point of the formal development: the Gaussian integrals above are not part of it. The theorems concern one variational parameter, the width of a spherical Gaussian. They do not locate the collapse threshold of the full Gross–Pitaevskii equation, whose orbital is free to change shape, and they say nothing about the dynamics of collapse.

```lean
/-- The critical coupling expressed as a value of `N |a| / l`. -/
def collapseNumber : ℝ := √(2 * Real.pi) * criticalCoupling
```

The polynomial Q(w,v) appears as `stabilityFactor w v`.

```lean
/-- The polynomial that fixes the sign of the energy change from a stationary width `w`
to another width `v`. -/
def stabilityFactor (w v : ℝ) : ℝ :=
  w ^ 2 * (3 * v ^ 3 + 6 * v ^ 2 * w + 4 * v * w ^ 2 + 2 * w ^ 3) - (v + 2 * w)
```

## Stationary widths and the sign of the energy change

The derivative is assembled from the power, quotient and sum rules, then brought to the form found by hand. It holds at every nonzero width.

```lean
/-- The derivative of the Gaussian energy with respect to the width. -/
theorem hasDerivAt_gaussianEnergy (c : ℝ) {w : ℝ} (hw : w ≠ 0) :
    HasDerivAt (gaussianEnergy c) (3 / 2 * (w ^ 5 - w + 2 * c) / w ^ 4) w := by
  have h2 : HasDerivAt (fun x : ℝ => x ^ 2) (2 * w) w := by
    simpa using hasDerivAt_pow 2 w
  have h3 : HasDerivAt (fun x : ℝ => x ^ 3) (3 * w ^ 2) w := by
    simpa using hasDerivAt_pow 3 w
  have h := ((h2.fun_add ((hasDerivAt_const w (1 : ℝ)).fun_div h2
    (pow_ne_zero 2 hw))).const_mul (3 / 4)).fun_sub
    ((hasDerivAt_const w c).fun_div h3 (pow_ne_zero 3 hw))
  refine HasDerivAt.congr_deriv (f := gaussianEnergy c) h ?_
  field_simp
  ring
```

The exact difference formula follows by solving the stationarity condition for `c`, substituting, and clearing denominators. The final `ring` checks the polynomial identity that produced the factor (v − w)².

```lean
/-- The exact energy difference between any width `v` and a stationary width `w`. -/
theorem energy_sub_stationary {c w v : ℝ} (hw : 0 < w) (hv : 0 < v)
    (h : w ^ 5 + 2 * c = w) :
    gaussianEnergy c v - gaussianEnergy c w =
      (v - w) ^ 2 * stabilityFactor w v / (4 * w ^ 2 * v ^ 3) := by
  have hc : c = (w - w ^ 5) / 2 := by linarith
  rw [hc]
  unfold gaussianEnergy stabilityFactor
  field_simp
  ring
```

The next theorem characterises the minima at positive widths. `IsLocalMin` means that the energy at `w` is no greater than at any sufficiently close width.

In the forward direction, a local minimum has zero derivative, which yields `w ^ 5 + 2 * c = w`. If `5 * w ^ 4` were at most 1, the proof would pick a narrower width `v` inside the neighbourhood where `w` is supposed to be lowest. The facts `e1` to `e4` are the estimates used above to bound Q, and `nlinarith` combines them into `stabilityFactor w v < 0`, a contradiction. In the reverse direction, continuity carries the positive value of Q at `v = w` to nearby widths, and the difference formula finishes the argument.

```lean
/-- A positive width `w` is a local minimum of the energy exactly when it is stationary,
`w^5 + 2c = w`, and satisfies `5 w^4 > 1`. -/
theorem isLocalMin_iff (c : ℝ) {w : ℝ} (hw : 0 < w) :
    IsLocalMin (gaussianEnergy c) w ↔ w ^ 5 + 2 * c = w ∧ 1 < 5 * w ^ 4 := by
  constructor
  · intro hmin
    have hst : w ^ 5 + 2 * c = w := by
      have h0 := hmin.hasDerivAt_eq_zero (hasDerivAt_gaussianEnergy c hw.ne')
      rcases div_eq_zero_iff.mp h0 with h | h
      · linarith
      · exact absurd h (pow_ne_zero 4 hw.ne')
    refine ⟨hst, ?_⟩
    by_contra hle
    have hw4 : w ^ 4 ≤ 1 / 5 := by linarith [not_lt.mp hle]
    obtain ⟨ε, hε, hb⟩ := Metric.eventually_nhds_iff.mp hmin
    -- a slightly narrower cloud has lower energy
    obtain ⟨v, hv, hvw, hvε⟩ : ∃ v : ℝ, 0 < v ∧ v < w ∧ w - v < ε := by
      have hd : 0 < min (ε / 2) (w / 2) := lt_min (by linarith) (by linarith)
      have hd1 := min_le_left (ε / 2) (w / 2)
      have hd2 := min_le_right (ε / 2) (w / 2)
      exact ⟨w - min (ε / 2) (w / 2), by linarith, by linarith, by linarith⟩
    have hE : gaussianEnergy c w ≤ gaussianEnergy c v := by
      apply hb
      rw [Real.dist_eq, abs_lt]
      constructor <;> linarith
    have hwv : 0 < w - v := by linarith
    have e1 : 0 ≤ v * w ^ 2 * (w + v) * (w - v) := by positivity
    have e2 : 0 ≤ v * w ^ 3 * (w - v) := by positivity
    have e3 : v * w ^ 4 ≤ v * (1 / 5) := mul_le_mul_of_nonneg_left hw4 hv.le
    have e4 : w * w ^ 4 ≤ w * (1 / 5) := mul_le_mul_of_nonneg_left hw4 hw.le
    have hQ : stabilityFactor w v < 0 := by
      unfold stabilityFactor
      nlinarith [e1, e2, e3, e4]
    have hsq : 0 < (v - w) ^ 2 :=
      lt_of_le_of_ne (sq_nonneg _) (Ne.symm (pow_ne_zero 2 (by linarith : v - w < 0).ne))
    have hneg : (v - w) ^ 2 * stabilityFactor w v / (4 * w ^ 2 * v ^ 3) < 0 :=
      div_neg_of_neg_of_pos (mul_neg_of_pos_of_neg hsq hQ) (by positivity)
    linarith [energy_sub_stationary hw hv hst]
  · rintro ⟨hst, h4⟩
    have hQw : 0 < stabilityFactor w w := by
      have h : 0 < 3 * w * (5 * w ^ 4 - 1) := mul_pos (by linarith) (by linarith)
      unfold stabilityFactor
      nlinarith [h]
    have hcont : Continuous (stabilityFactor w) := by
      unfold stabilityFactor
      fun_prop
    -- the factor stays positive near `w`
    have hnear := (isOpen_lt continuous_const hcont).mem_nhds hQw
    show ∀ᶠ v in 𝓝 w, gaussianEnergy c w ≤ gaussianEnergy c v
    filter_upwards [hnear, Ioi_mem_nhds hw] with v hQ hv
    have hQ' : 0 < stabilityFactor w v := hQ
    have hv' : 0 < v := hv
    have hnn : 0 ≤ (v - w) ^ 2 * stabilityFactor w v / (4 * w ^ 2 * v ^ 3) := by
      positivity
    linarith [energy_sub_stationary hw hv' hst]
```

## Existence of a minimum below the threshold

The only property of the real power needed for the threshold, besides positivity, is its fourth power.

```lean
/-- The fourth power of `5^(-1/4)` is `1/5`. -/
theorem criticalWidth_pow_four : ((5 : ℝ) ^ (-(1 / 4) : ℝ)) ^ 4 = 1 / 5 := by
  have h : (-(1 / 4) : ℝ) * ((4 : ℕ) : ℝ) = -1 := by norm_num
  rw [← Real.rpow_natCast, ← Real.rpow_mul (by norm_num), h, Real.rpow_neg_one]
  norm_num
```

The main theorem says that, for every real `c`, some positive width is a local minimum if and only if `c < criticalCoupling`. The inequality is strict: at the critical coupling itself there is no minimum.

The proof replaces 5^(−1/4) by a positive number `s` with `s ^ 4 = 1 / 5`. From a minimum, the factorisation `hid` gives the upper bound on `c`; it expresses that w⁵ lies above its tangent line at s. From the bound on `c`, `intermediate_value_Icc` supplies a zero between `s` and `2 + 2 * |c|`. The zero cannot be `s` itself, where the polynomial is negative, so `5 * w ^ 4` exceeds 1 and the previous characterisation applies.

```lean
/-- The Gaussian condensate energy has a local minimum at some positive width if and only if
the attraction strength is below `(2/5) 5^(-1/4)`. -/
theorem exists_localMin_iff (c : ℝ) :
    (∃ w, 0 < w ∧ IsLocalMin (gaussianEnergy c) w) ↔ c < criticalCoupling := by
  have hs4 := criticalWidth_pow_four
  have hs : 0 < (5 : ℝ) ^ (-(1 / 4) : ℝ) := Real.rpow_pos_of_pos (by norm_num) _
  unfold criticalCoupling
  generalize (5 : ℝ) ^ (-(1 / 4) : ℝ) = s at hs4 hs ⊢
  have hs5 : s ^ 5 = s / 5 := by linear_combination s * hs4
  constructor
  · rintro ⟨w, hw, hmin⟩
    obtain ⟨hst, h4⟩ := (isLocalMin_iff c hw).mp hmin
    have hne : w - s ≠ 0 := by
      intro h
      have hws : w = s := by linarith
      rw [hws] at h4
      linarith
    have hsq : 0 < (w - s) ^ 2 :=
      lt_of_le_of_ne (sq_nonneg _) (Ne.symm (pow_ne_zero 2 hne))
    -- `w^5` lies above its tangent line at `s`
    have hprod : 0 < (w - s) ^ 2 * (w ^ 3 + 2 * w ^ 2 * s + 3 * w * s ^ 2 + 4 * s ^ 3) :=
      mul_pos hsq (by positivity)
    have hid : (w - s) ^ 2 * (w ^ 3 + 2 * w ^ 2 * s + 3 * w * s ^ 2 + 4 * s ^ 3)
        = w ^ 5 - w + 4 / 5 * s := by
      linear_combination (4 * s - 5 * w) * hs4
    linarith
  · intro hc
    have hs1 : s < 1 := by
      by_contra h
      have h1 : 1 ≤ s ^ 4 := one_le_pow₀ (not_lt.mp h)
      linarith
    have habs := abs_nonneg c
    have hneg := neg_abs_le c
    have hB : (2 : ℝ) ≤ 2 + 2 * |c| := by linarith
    have hB4 : (2 : ℝ) ^ 4 ≤ (2 + 2 * |c|) ^ 4 := pow_le_pow_left₀ (by norm_num) hB 4
    have hB5 : (2 + 2 * |c|) * 2 ^ 4 ≤ (2 + 2 * |c|) * (2 + 2 * |c|) ^ 4 :=
      mul_le_mul_of_nonneg_left hB4 (by linarith)
    have hB5' : (2 + 2 * |c|) * (2 + 2 * |c|) ^ 4 = (2 + 2 * |c|) ^ 5 := by ring
    have hcont : ContinuousOn (fun x : ℝ => x ^ 5 - x + 2 * c)
        (Set.Icc s (2 + 2 * |c|)) := by fun_prop
    -- a stationary width exists to the right of `s`
    obtain ⟨w, hwI, hw0⟩ := intermediate_value_Icc (by linarith) hcont
      (show (0 : ℝ) ∈ Set.Icc (s ^ 5 - s + 2 * c)
        ((2 + 2 * |c|) ^ 5 - (2 + 2 * |c|) + 2 * c) from
        ⟨by linarith, by linarith⟩)
    have hw0' : w ^ 5 - w + 2 * c = 0 := hw0
    have hsw : s < w := by
      refine lt_of_le_of_ne hwI.1 ?_
      intro h
      rw [← h] at hw0'
      linarith
    have hw4 : s ^ 4 < w ^ 4 := pow_lt_pow_left₀ hsw hs.le (by norm_num)
    have hw : 0 < w := hs.trans hsw
    exact ⟨w, hw, (isLocalMin_iff c hw).mpr ⟨by linarith, by linarith⟩⟩
```

## No lower bound for attractive coupling

For `c > 0` and any real `M`, some positive width has energy below `M`. The proof sets w = 1/t with t ≥ 1 and ct ≥ |M| + 3. The attraction then contributes at most −t²(|M| + 3), while the kinetic and trap terms together contribute at most (3/2)t², so the total is below −|M|.

```lean
/-- For any attraction `c > 0` the Gaussian energy takes values below every bound
at positive widths. -/
theorem energy_unbounded_below {c : ℝ} (hc : 0 < c) (M : ℝ) :
    ∃ w, 0 < w ∧ gaussianEnergy c w < M := by
  obtain ⟨t, ht1, hct⟩ : ∃ t : ℝ, 1 ≤ t ∧ |M| + 3 ≤ c * t := by
    refine ⟨1 + (|M| + 3) / c, ?_, ?_⟩
    · have : 0 ≤ (|M| + 3) / c := by positivity
      linarith
    · have : c * (1 + (|M| + 3) / c) = c + (|M| + 3) := by field_simp
      linarith
  have ht : 0 < t := by linarith
  refine ⟨1 / t, by positivity, ?_⟩
  have hE : gaussianEnergy c (1 / t) = 3 / 4 * (1 / t ^ 2 + t ^ 2) - c * t ^ 3 := by
    unfold gaussianEnergy
    field_simp
  have ht2 : 1 ≤ t ^ 2 := one_le_pow₀ ht1
  have hinv : 1 / t ^ 2 ≤ 1 := (div_le_one (by positivity)).mpr ht2
  have h1 : t ^ 2 * (|M| + 3) ≤ t ^ 2 * (c * t) :=
    mul_le_mul_of_nonneg_left hct (by positivity)
  have h2 : 0 ≤ (t ^ 2 - 1) * |M| := mul_nonneg (by linarith) (abs_nonneg M)
  rw [hE]
  nlinarith [neg_abs_le M]
```

## Atom number, scattering length and the numerical constant

For `a < 0` and `l > 0`, the trap energy equals the reduced energy with c = N|a|/(√(2π) l). Multiplying the threshold inequality by the positive number √(2π) l turns it into a condition on `N * |a|`.

```lean
/-- For attractive atoms in a spherical trap the Gaussian energy has a local minimum
if and only if `N |a|` is below `collapseNumber` times the oscillator length. -/
theorem attractive_trap_stable_iff (N : ℕ) {a l : ℝ} (ha : a < 0) (hl : 0 < l) :
    (∃ w, 0 < w ∧ IsLocalMin (trapEnergy N a l) w) ↔ N * |a| < collapseNumber * l := by
  have hE : trapEnergy N a l = gaussianEnergy (N * |a| / (√(2 * Real.pi) * l)) := by
    funext w
    unfold trapEnergy gaussianEnergy
    rw [abs_of_neg ha]
    ring
  have hr : criticalCoupling * (√(2 * Real.pi) * l) = collapseNumber * l := by
    unfold collapseNumber
    ring
  have hpos : 0 < √(2 * Real.pi) * l :=
    mul_pos (Real.sqrt_pos.mpr (by linarith [Real.pi_pos])) hl
  rw [hE, exists_localMin_iff, div_lt_iff₀ hpos, hr]
```

The last theorem brackets the constant. Its fourth power is (64/3125)π², which removes both the square root and the fractional power. Four-decimal bounds on π then place `collapseNumber` between 0.670 and 0.671, which is enough to settle the example with 670 and 671 atoms.

```lean
/-- The critical value of `N |a| / l` lies between 0.670 and 0.671. -/
theorem collapseNumber_bounds : 0.670 < collapseNumber ∧ collapseNumber < 0.671 := by
  have hsq : √(2 * Real.pi) ^ 2 = 2 * Real.pi :=
    Real.sq_sqrt (by linarith [Real.pi_pos])
  have hk : 0 ≤ collapseNumber := by
    unfold collapseNumber criticalCoupling
    positivity
  have hk4 : collapseNumber ^ 4 = 64 / 3125 * Real.pi ^ 2 := by
    unfold collapseNumber criticalCoupling
    calc (√(2 * Real.pi) * (2 / 5 * (5 : ℝ) ^ (-(1 / 4) : ℝ))) ^ 4
        = (√(2 * Real.pi) ^ 2) ^ 2 * (2 / 5) ^ 4 * ((5 : ℝ) ^ (-(1 / 4) : ℝ)) ^ 4 := by
          simp only [mul_pow, ← pow_mul, mul_assoc]
      _ = 64 / 3125 * Real.pi ^ 2 := by
          rw [hsq, criticalWidth_pow_four]
          ring
  have hp1 := Real.pi_gt_d4
  have hp2 := Real.pi_lt_d4
  constructor
  · refine lt_of_pow_lt_pow_left₀ 4 hk ?_
    rw [hk4]
    norm_num at hp1 ⊢
    nlinarith
  · refine lt_of_pow_lt_pow_left₀ 4 (by norm_num) ?_
    rw [hk4]
    norm_num at hp2 ⊢
    nlinarith [Real.pi_pos]

end

end GaussianCondensateCollapse
```

```lean
#print axioms GaussianCondensateCollapse.energy_unbounded_below
#print axioms GaussianCondensateCollapse.attractive_trap_stable_iff
#print axioms GaussianCondensateCollapse.collapseNumber_bounds
```

```
'GaussianCondensateCollapse.energy_unbounded_below' depends on axioms: [propext, Classical.choice, Quot.sound]
'GaussianCondensateCollapse.attractive_trap_stable_iff' depends on axioms: [propext, Classical.choice, Quot.sound]
'GaussianCondensateCollapse.collapseNumber_bounds' depends on axioms: [propext, Classical.choice, Quot.sound]
```
